# Every unitary two-lead scattering matrix with equal channel numbers has a polar form, even with closed or perfectly open channels

An ideal quantum point contact on a conductance plateau transmits some channels perfectly and reflects the others. I want to write its scattering matrix as independent channels between changes of mode basis:

$$S=\begin{pmatrix}r&t'\\t&r'\end{pmatrix}=\begin{pmatrix}U_1&0\\0&U_2\end{pmatrix}\begin{pmatrix}-\sqrt{1-T}&\sqrt T\\\sqrt T&\sqrt{1-T}\end{pmatrix}\begin{pmatrix}V_1&0\\0&V_2\end{pmatrix}.$$

Here $T$ is the diagonal matrix of eigenvalues of $t^\dagger t$, and $U_1,U_2,V_1,V_2$ are unitary. My derivation divides by $\sqrt T$ and $\sqrt{1-T}$, so it needs $0<T_i<1$. Does the form fail on the plateau?

## The fourth unitary without dividing by √T

No. It holds for every unitary $S$ with $N\times N$ blocks. Unitarity, $S^\dagger S=1$, gives

$$r^\dagger r+t^\dagger t=1,\quad r^\dagger t'+t^\dagger r'=0,\quad t'^\dagger t'+r'^\dagger r'=1.$$

Diagonalise $t^\dagger t=V_1^\dagger TV_1$. Then $A=tV_1^\dagger$ and $B=-rV_1^\dagger$ satisfy $A^\dagger A=T$ and $B^\dagger B=1-T$. The diagonal entries are squared column norms, so $0\le T_i\le1$.

The columns of $A$ are orthogonal, with norms $\sqrt{T_i}$. Normalise the nonzero ones and extend them to an orthonormal basis, the columns of $U_2$. With $s=\sqrt T$, this gives $A=U_2s$; a zero column is zero on both sides. Likewise $B=U_1c$ with $c=\sqrt{1-T}$. Hence $t=U_2sV_1$ and $r=-U_1cV_1$.

Put $p=U_1^\dagger t'$ and $q=U_2^\dagger r'$. Multiplying the second unitarity relation by $V_1$ from the left gives $-cp+sq=0$. Define $V_2=sp+cq$. Since $s$ and $c$ commute and $s^2+c^2=1$,

$$sV_2=s^2p+c(sq)=(s^2+c^2)p=p,\qquad cV_2=s(cp)+c^2q=(s^2+c^2)q=q.$$

So $t'=U_1sV_2$ and $r'=U_2cV_2$. Finally,

$$V_2^\dagger V_2=V_2^\dagger(s^2+c^2)V_2=p^\dagger p+q^\dagger q=t'^\dagger t'+r'^\dagger r'=1.$$

## One open and one closed channel

Take $t=\mathrm{diag}(1,0)$, $r=\mathrm{diag}(0,i)$, $t'=\mathrm{diag}(i,0)$, $r'=\mathrm{diag}(0,1)$. Then $T=s=\mathrm{diag}(1,0)$ and $c=\mathrm{diag}(0,1)$, neither of which is invertible. Choose $V_1=U_2=1$. From $-r=U_1c$, the second column of $U_1$ is $(0,-i)^{\mathsf T}$; the first may be completed as $(1,0)^{\mathsf T}$. Now $p=\mathrm{diag}(i,0)$ and $q=\mathrm{diag}(0,1)$, so $V_2=\mathrm{diag}(i,1)$. Indeed $U_1sV_2=\mathrm{diag}(i,0)=t'$.

## The same argument in Lean

```lean
import Mathlib

open Matrix

namespace ScatteringPolarDecomposition

noncomputable section

variable {n : Type*} [Fintype n] [DecidableEq n]

/-- The complex diagonal matrix with real entries `d`, one for each channel. -/
def realDiag (d : n → ℝ) : Matrix n n ℂ := diagonal fun i => (d i : ℂ)

/-- The transmission eigenvalues: the eigenvalues of `tᴴ t`. -/
def transmission (t : Matrix n n ℂ) : n → ℝ :=
  (isHermitian_conjTranspose_mul_self t).eigenvalues

/-- Independent channels with transmission probabilities `T`, for `0 ≤ T ≤ 1`. -/
def core (T : n → ℝ) : Matrix (n ⊕ n) (n ⊕ n) ℂ :=
  fromBlocks (-realDiag fun i => √(1 - T i)) (realDiag fun i => √(T i))
    (realDiag fun i => √(T i)) (realDiag fun i => √(1 - T i))

/-- The product of `core T` with block-diagonal matrices on both sides. For `0 ≤ T ≤ 1` and unitary
`U₁`, `U₂`, `V₁`, `V₂` it describes independent channels between changes of mode basis in each lead.
-/
def polarForm (U₁ U₂ V₁ V₂ : Matrix n n ℂ) (T : n → ℝ) : Matrix (n ⊕ n) (n ⊕ n) ℂ :=
  fromBlocks U₁ 0 0 U₂ * core T * fromBlocks V₁ 0 0 V₂

/-- The matrix whose columns are the vectors of an orthonormal basis. -/
def basisMatrix (b : OrthonormalBasis n ℂ (EuclideanSpace ℂ n)) : Matrix n n ℂ :=
  Matrix.of fun k i => (b i).ofLp k

/-- A matrix whose columns form an orthonormal basis is unitary. -/
theorem basisMatrix_mem (b : OrthonormalBasis n ℂ (EuclideanSpace ℂ n)) :
    basisMatrix b ∈ unitaryGroup n ℂ := by
  rw [mem_unitaryGroup_iff']
  ext i j
  have h := orthonormal_iff_ite.mp b.orthonormal i j
  rw [PiLp.inner_apply] at h
  rw [mul_apply, one_apply, ← h]
  refine Finset.sum_congr rfl fun k _ => ?_
  simp [basisMatrix, Matrix.star_apply, RCLike.inner_apply, mul_comm]

/-- The matrix `tᴴ t` is diagonal, with the transmission eigenvalues as entries, in a
suitable orthonormal basis of incoming modes. -/
theorem transmission_diagonal (t : Matrix n n ℂ) :
    ∃ V ∈ unitaryGroup n ℂ, tᴴ * t = Vᴴ * realDiag (transmission t) * V := by
  let hA := isHermitian_conjTranspose_mul_self t
  let W := basisMatrix hA.eigenvectorBasis
  have hW : W ∈ unitaryGroup n ℂ := basisMatrix_mem _
  have e : tᴴ * t * W = W * realDiag (transmission t) := by
    ext i j
    rw [realDiag, mul_diagonal]
    refine (congrFun (hA.mulVec_eigenvectorBasis j) i).trans ?_
    rw [Pi.smul_apply, Complex.real_smul, mul_comm]
    rfl
  have hW' : W * Wᴴ = 1 := mem_unitaryGroup_iff.mp hW
  have hWs : Wᴴ ∈ unitaryGroup n ℂ := by
    rw [mem_unitaryGroup_iff, star_eq_conjTranspose, conjTranspose_conjTranspose]
    exact mem_unitaryGroup_iff'.mp hW
  refine ⟨Wᴴ, hWs, ?_⟩
  rw [conjTranspose_conjTranspose, ← e, Matrix.mul_assoc, hW', Matrix.mul_one]

/-- If `Aᴴ A` is diagonal with entries `d`, then `d i` is the squared norm of column `i`. -/
theorem column_norm {A : Matrix n n ℂ} {d : n → ℝ} (h : Aᴴ * A = realDiag d) (i : n) :
    ∑ k, Complex.normSq (A k i) = d i := by
  have e : (Aᴴ * A) i i = realDiag d i i := by rw [h]
  rw [realDiag, diagonal_apply_eq, mul_apply] at e
  apply Complex.ofReal_injective
  rw [← e, Complex.ofReal_sum]
  exact Finset.sum_congr rfl fun k _ => Complex.normSq_eq_conj_mul_self

/-- If `Aᴴ A` is diagonal with entries `d`, then `A` is a unitary matrix times the diagonal
matrix of the square roots of `d`; zero entries are allowed. -/
theorem exists_unitary_mul_sqrt {A : Matrix n n ℂ} {d : n → ℝ} (h : Aᴴ * A = realDiag d) :
    ∃ U ∈ unitaryGroup n ℂ, A = U * realDiag fun i => √(d i) := by
  have hd : ∀ i, 0 ≤ d i := fun i => by
    rw [← column_norm h i]
    exact Finset.sum_nonneg fun k _ => Complex.normSq_nonneg _
  have hcol : ∀ i j, ∑ k, star (A k i) * A k j = if i = j then (d i : ℂ) else 0 := by
    intro i j
    have e : (Aᴴ * A) i j = realDiag d i j := by rw [h]
    rw [realDiag, diagonal_apply, mul_apply] at e
    exact e
  -- normalise the nonzero columns and extend them to an orthonormal basis
  let v : n → EuclideanSpace ℂ n := fun i =>
    WithLp.toLp 2 fun k => ((√(d i) : ℝ) : ℂ)⁻¹ * A k i
  have hv : Orthonormal ℂ (({i | √(d i) ≠ 0} : Set n).domRestrict v) := by
    refine orthonormal_iff_ite.mpr ?_
    rintro ⟨i, hi⟩ ⟨j, hj⟩
    have hi' : ((√(d i) : ℝ) : ℂ) ≠ 0 := Complex.ofReal_ne_zero.mpr hi
    have e : inner ℂ (v i) (v j) = ((√(d i) : ℝ) : ℂ)⁻¹ * ((√(d j) : ℝ) : ℂ)⁻¹ *
        ∑ k, star (A k i) * A k j := by
      rw [PiLp.inner_apply, Finset.mul_sum]
      refine Finset.sum_congr rfl fun k _ => ?_
      simp [v, RCLike.inner_apply]
      ring
    change inner ℂ (v i) (v j) = _
    rw [e, hcol]
    by_cases hij : i = j
    · subst hij
      have hs : (d i : ℂ) = ((√(d i) : ℝ) : ℂ) * ((√(d i) : ℝ) : ℂ) := by
        exact_mod_cast (Real.mul_self_sqrt (hd i)).symm
      rw [if_pos rfl, if_pos rfl, hs]
      field_simp
    · simp [hij]
  obtain ⟨b, hb⟩ := hv.exists_orthonormalBasis_extension_of_card_eq (by simp)
  refine ⟨basisMatrix b, basisMatrix_mem b, ?_⟩
  ext k i
  rw [realDiag, mul_diagonal]
  by_cases hi : √(d i) = 0
  · have h0 := column_norm h i
    rw [(Real.sqrt_eq_zero (hd i)).mp hi] at h0
    have hk := (Finset.sum_eq_zero_iff_of_nonneg
      (fun k _ => Complex.normSq_nonneg (A k i))).mp h0 k (Finset.mem_univ k)
    rw [Complex.normSq_eq_zero.mp hk, hi, Complex.ofReal_zero, mul_zero]
  · have hi' : ((√(d i) : ℝ) : ℂ) ≠ 0 := Complex.ofReal_ne_zero.mpr hi
    change A k i = (b i).ofLp k * _
    rw [hb i hi]
    change A k i = ((√(d i) : ℝ) : ℂ)⁻¹ * A k i * ((√(d i) : ℝ) : ℂ)
    field_simp

omit [Fintype n] in
/-- Real diagonal matrices are Hermitian. -/
theorem realDiag_conjTranspose (d : n → ℝ) : (realDiag d)ᴴ = realDiag d := by
  rw [realDiag, diagonal_conjTranspose]
  exact congrArg diagonal (funext fun i => Complex.conj_ofReal (d i))

/-- For `0 ≤ T ≤ 1` the transmission and reflection amplitudes of the independent channels
have squares that add up to one, and they commute. -/
theorem amplitudes {T : n → ℝ} (hT : ∀ i, 0 ≤ T i ∧ T i ≤ 1) :
    (realDiag fun i => √(T i)) * (realDiag fun i => √(T i)) +
      (realDiag fun i => √(1 - T i)) * (realDiag fun i => √(1 - T i)) = 1 ∧
    (realDiag fun i => √(T i)) * (realDiag fun i => √(1 - T i)) =
      (realDiag fun i => √(1 - T i)) * (realDiag fun i => √(T i)) := by
  simp only [realDiag, diagonal_mul_diagonal, diagonal_add]
  refine ⟨?_, congrArg diagonal (funext fun i => mul_comm _ _)⟩
  rw [← diagonal_one]
  refine congrArg diagonal (funext fun i => ?_)
  have h : √(T i) * √(T i) + √(1 - T i) * √(1 - T i) = 1 := by
    rw [Real.mul_self_sqrt (hT i).1, Real.mul_self_sqrt (sub_nonneg.mpr (hT i).2)]
    ring
  exact_mod_cast h

/-- **Polar decomposition of the scattering matrix.** The transmission eigenvalues of a unitary
`S = [[r, t'], [t, r']]` lie in `[0, 1]`, and `S` is a set of independent channels with these
transmission probabilities between unitary changes of mode basis. -/
theorem polar_decomposition {r t' t r' : Matrix n n ℂ}
    (hS : fromBlocks r t' t r' ∈ unitaryGroup (n ⊕ n) ℂ) :
    (∀ i, 0 ≤ transmission t i ∧ transmission t i ≤ 1) ∧
    ∃ U₁ ∈ unitaryGroup n ℂ, ∃ U₂ ∈ unitaryGroup n ℂ,
    ∃ V₁ ∈ unitaryGroup n ℂ, ∃ V₂ ∈ unitaryGroup n ℂ,
      fromBlocks r t' t r' = polarForm U₁ U₂ V₁ V₂ (transmission t) := by
  rw [mem_unitaryGroup_iff', star_eq_conjTranspose, fromBlocks_conjTranspose,
    fromBlocks_multiply, ← fromBlocks_one, fromBlocks_inj] at hS
  obtain ⟨h11, h12, -, h22⟩ := hS
  obtain ⟨V₁, hV₁, hD⟩ := transmission_diagonal t
  have v : V₁ * V₁ᴴ = 1 := mem_unitaryGroup_iff.mp hV₁
  have v' : V₁ᴴ * V₁ = 1 := mem_unitaryGroup_iff'.mp hV₁
  generalize transmission t = T at hD ⊢
  have key : ∀ A : Matrix n n ℂ, (A * V₁ᴴ)ᴴ * (A * V₁ᴴ) = V₁ * (Aᴴ * A) * V₁ᴴ := by
    intro A
    simp only [conjTranspose_mul, conjTranspose_conjTranspose, Matrix.mul_assoc]
  have ht : (t * V₁ᴴ)ᴴ * (t * V₁ᴴ) = realDiag T := by
    calc _ = (V₁ * V₁ᴴ) * realDiag T * (V₁ * V₁ᴴ) := by
            rw [key, hD]; simp only [Matrix.mul_assoc]
      _ = realDiag T := by rw [v, Matrix.one_mul, Matrix.mul_one]
  have hr : (-r * V₁ᴴ)ᴴ * (-r * V₁ᴴ) = realDiag fun i => 1 - T i := by
    rw [key, conjTranspose_neg, neg_mul_neg, eq_sub_of_add_eq h11, Matrix.mul_sub,
      Matrix.sub_mul, Matrix.mul_one, v, ← key, ht]
    ext i j
    by_cases h : i = j
    · subst h; simp [realDiag]
    · simp [realDiag, h]
  have hT : ∀ i, 0 ≤ T i ∧ T i ≤ 1 := fun i => by
    have h1 := column_norm ht i
    have h2 := column_norm hr i
    have p1 := Finset.sum_nonneg fun k (_ : k ∈ Finset.univ) =>
      Complex.normSq_nonneg ((t * V₁ᴴ) k i)
    have p2 := Finset.sum_nonneg fun k (_ : k ∈ Finset.univ) =>
      Complex.normSq_nonneg ((-r * V₁ᴴ) k i)
    constructor <;> linarith
  obtain ⟨U₁, hU₁, e₁⟩ := exists_unitary_mul_sqrt hr
  obtain ⟨U₂, hU₂, e₂⟩ := exists_unitary_mul_sqrt ht
  have u₁ : U₁ * U₁ᴴ = 1 := mem_unitaryGroup_iff.mp hU₁
  have u₂ : U₂ * U₂ᴴ = 1 := mem_unitaryGroup_iff.mp hU₂
  obtain ⟨hsum, hcomm⟩ := amplitudes hT
  have hs := realDiag_conjTranspose fun i => √(T i)
  have hc := realDiag_conjTranspose fun i => √(1 - T i)
  refine ⟨hT, U₁, hU₁, U₂, hU₂, V₁, hV₁, ?_⟩
  simp only [polarForm, core, fromBlocks_multiply, Matrix.mul_zero, Matrix.zero_mul,
    add_zero, zero_add]
  generalize (realDiag fun i => √(T i)) = s at *
  generalize (realDiag fun i => √(1 - T i)) = c at *
  -- orthogonality of the two block columns of `S`
  have a₁ : V₁ * rᴴ = -(c * U₁ᴴ) := by
    have h := congrArg conjTranspose e₁
    simp only [conjTranspose_mul, conjTranspose_neg, conjTranspose_conjTranspose, hc] at h
    rw [← h, Matrix.mul_neg, neg_neg]
  have a₂ : V₁ * tᴴ = s * U₂ᴴ := by
    have h := congrArg conjTranspose e₂
    simpa only [conjTranspose_mul, conjTranspose_conjTranspose, hs] using h
  have bal : c * (U₁ᴴ * t') = s * (U₂ᴴ * r') := by
    have h : V₁ * (rᴴ * t' + tᴴ * r') = 0 := by rw [h12, Matrix.mul_zero]
    rw [Matrix.mul_add, ← Matrix.mul_assoc, ← Matrix.mul_assoc, a₁, a₂, Matrix.neg_mul,
      Matrix.mul_assoc, Matrix.mul_assoc] at h
    exact neg_add_eq_zero.mp h
  -- hence `t'` and `r'` share one matrix `V₂`
  obtain ⟨V₂, hP, hQ⟩ : ∃ V₂, s * V₂ = U₁ᴴ * t' ∧ c * V₂ = U₂ᴴ * r' := by
    generalize U₁ᴴ * t' = p at *
    generalize U₂ᴴ * r' = q at *
    refine ⟨s * p + c * q, ?_, ?_⟩
    · linear_combination (norm := noncomm_ring) hsum * p + hcomm * q - c * bal
    · linear_combination (norm := noncomm_ring) hsum * q + s * bal - hcomm * p
  refine ⟨V₂, mem_unitaryGroup_iff'.mpr ?_, ?_⟩
  · calc V₂ᴴ * V₂ = V₂ᴴ * (s * s + c * c) * V₂ := by rw [hsum, Matrix.mul_one]
      _ = (s * V₂)ᴴ * (s * V₂) + (c * V₂)ᴴ * (c * V₂) := by
          rw [conjTranspose_mul, conjTranspose_mul, hs, hc]; noncomm_ring
      _ = t'ᴴ * (U₁ * U₁ᴴ) * t' + r'ᴴ * (U₂ * U₂ᴴ) * r' := by
          rw [hP, hQ]
          simp only [conjTranspose_mul, conjTranspose_conjTranspose, Matrix.mul_assoc]
      _ = 1 := by rw [u₁, u₂, Matrix.mul_one, Matrix.mul_one, h22]
  · rw [fromBlocks_inj]
    refine ⟨?_, ?_, ?_, ?_⟩
    · rw [Matrix.mul_neg, ← e₁, Matrix.neg_mul, Matrix.mul_assoc, v', Matrix.mul_one, neg_neg]
    · rw [Matrix.mul_assoc, hP, ← Matrix.mul_assoc, u₁, Matrix.one_mul]
    · rw [← e₂, Matrix.mul_assoc, v', Matrix.mul_one]
    · rw [Matrix.mul_assoc, hQ, ← Matrix.mul_assoc, u₂, Matrix.one_mul]

/-- Conversely, independent channels with `0 ≤ T ≤ 1` between unitary changes of mode basis
always form a unitary scattering matrix. -/
theorem polarForm_mem {U₁ U₂ V₁ V₂ : Matrix n n ℂ} {T : n → ℝ}
    (hU₁ : U₁ ∈ unitaryGroup n ℂ) (hU₂ : U₂ ∈ unitaryGroup n ℂ)
    (hV₁ : V₁ ∈ unitaryGroup n ℂ) (hV₂ : V₂ ∈ unitaryGroup n ℂ)
    (hT : ∀ i, 0 ≤ T i ∧ T i ≤ 1) :
    polarForm U₁ U₂ V₁ V₂ T ∈ unitaryGroup (n ⊕ n) ℂ := by
  have block : ∀ A B : Matrix n n ℂ, A ∈ unitaryGroup n ℂ → B ∈ unitaryGroup n ℂ →
      fromBlocks A 0 0 B ∈ unitaryGroup (n ⊕ n) ℂ := by
    intro A B hA hB
    have a : Aᴴ * A = 1 := mem_unitaryGroup_iff'.mp hA
    have b : Bᴴ * B = 1 := mem_unitaryGroup_iff'.mp hB
    rw [mem_unitaryGroup_iff', star_eq_conjTranspose, fromBlocks_conjTranspose,
      fromBlocks_multiply]
    simp [a, b]
  refine mul_mem (mul_mem (block _ _ hU₁ hU₂) ?_) (block _ _ hV₁ hV₂)
  obtain ⟨hsum, hcomm⟩ := amplitudes hT
  rw [mem_unitaryGroup_iff', star_eq_conjTranspose, core, fromBlocks_conjTranspose,
    fromBlocks_multiply, ← fromBlocks_one, fromBlocks_inj]
  simp only [conjTranspose_neg, realDiag_conjTranspose]
  refine ⟨?_, ?_, ?_, hsum⟩
  · linear_combination (norm := noncomm_ring) hsum
  · linear_combination (norm := noncomm_ring) hcomm
  · linear_combination (norm := noncomm_ring) -hcomm

end

end ScatteringPolarDecomposition
```

```lean
#print axioms ScatteringPolarDecomposition.polar_decomposition
-- 'ScatteringPolarDecomposition.polar_decomposition' depends on axioms: [propext, Classical.choice, Quot.sound]
#print axioms ScatteringPolarDecomposition.polarForm_mem
-- 'ScatteringPolarDecomposition.polarForm_mem' depends on axioms: [propext, Classical.choice, Quot.sound]
```

## What the theorems say about a conductor

The finite type `n` labels the channels, equally many in each lead, and `n ⊕ n` labels both leads together. `fromBlocks r t' t r'` is $S$ in the block order above, and `ᴴ` is the dagger. `transmission t` lists the eigenvalues of $t^\dagger t$, in an order without physical meaning.

`polar_decomposition` assumes only that $S$ is unitary. It concludes that the transmission eigenvalues lie in $[0,1]$ and that the four unitaries exist. Conversely, `polarForm_mem` says that any such product with $0\le T_i\le1$ is unitary. "Polar" here differs from the usual factorisation of one matrix into a unitary and a positive part.

Unitarity stands for current conservation between flux-normalised propagating modes. Obtaining such an $S$ from a device Hamiltonian is the step left to the physics. For non-interacting, spin-degenerate electrons in coherent two-terminal transport, with $S$ taken at the Fermi energy for one spin direction, the zero-temperature linear conductance is $(2e^2/h)\sum_iT_i$, so it depends on $S$ only through these eigenvalues.

## How the lemmas divide the work

`transmission_diagonal` builds $V_1$ from an orthonormal eigenbasis, using `basisMatrix_mem` for unitarity. `column_norm` supplies the squared norms, and `exists_unitary_mul_sqrt` extends the normalised nonzero columns to a basis, then treats zero and nonzero columns separately. `amplitudes` proves $s^2+c^2=1$ and $sc=cs$.

In the main proof, `fromBlocks_inj` splits unitarity into block equations. The facts `ht` and `hr` are $A^\dagger A=T$ and $B^\dagger B=1-T$, and `bal` is $cp=sq$. The two `linear_combination` steps verify $sV_2=p$ and $cV_2=q$ with `noncomm_ring`, which respects matrix order. The closing `calc` is the computation of $V_2^\dagger V_2$, after which the four blocks are compared. For the converse, each of the three factors is shown to be unitary, and `mul_mem` multiplies them.
